# Along a differentiable eigenvector path with fixed densities, ⟨T + λW⟩ changes from λ = 0 to λ = 1 by the integral of ⟨W⟩

Take an interacting state and a non-interacting reference with the same density, and count ⟨W⟩ in the interacting state as the energy that the interaction W adds. The count is generally wrong, because the kinetic energy ⟨T⟩ differs between the two states as well. In the two-level model at the end, which follows an excited state, this estimate gives 0.679 where the true change of ⟨T + λW⟩ is 0.398. Averaging ⟨W⟩ over the coupling strength λ, with the densities held fixed, repairs it without a separate calculation of the kinetic change.

The result is proved for bounded Hermitian operators on a complex inner product space, which includes every finite-dimensional model, such as a lattice with site occupations nᵢ. The Coulomb Hamiltonian in continuous space has an unbounded kinetic energy and is not covered.

## Operators, expectation values and the path

In the code, `E` is the space of states and the finite type `ι` labels the densities.

```lean
import Mathlib

open Set Filter Topology

namespace AdiabaticConnection

noncomputable section

variable {E : Type*} [NormedAddCommGroup E] [InnerProductSpace ℂ E]
variable {ι : Type*} [Fintype ι]
```

A bounded operator A is Hermitian when ⟨Ax, y⟩ = ⟨x, Ay⟩ for all x and y. The inner product is antilinear in its first argument.

```lean
/-- A bounded operator is Hermitian when it can be moved across the inner product. -/
def Hermitian (A : E →L[ℂ] E) : Prop := ∀ x y, inner ℂ (A x) y = inner ℂ x (A y)
```

Write ⟨A⟩ for the expectation value in a unit vector x:

⟨A⟩ = Re⟨x, Ax⟩.

For Hermitian A the number ⟨x, Ax⟩ is already real, so taking the real part only turns it into a Lean real number.

```lean
/-- The real part of `⟨x, A x⟩`, the expectation value of a Hermitian `A` in a unit vector `x`. -/
def expVal (A : E →L[ℂ] E) (x : E) : ℝ := (inner ℂ x (A x)).re
```

The coupling strength λ, written `l` in the code, multiplies the interaction only.

```lean
/-- The operator `T + l W`, with the interaction `W` scaled by the coupling strength `l`. -/
def scaled (T W : E →L[ℂ] E) (l : ℝ) : E →L[ℂ] E := T + (l : ℂ) • W
```

The state ψ(λ) is a unit vector that satisfies, for every λ in [0,1],

(T + λW + Σᵢ vᵢ(λ)nᵢ) ψ(λ) = ε(λ) ψ(λ).

The real potentials vᵢ(λ) stand for the external fields that are readjusted as the interaction is switched on. They may be any functions of λ, even discontinuous ones, because the argument never differentiates them. The path ψ is continuous on [0,1] and differentiable inside.

`EigenPath` collects these conditions. It takes the path as given: whether potentials exist that hold a chosen density at every λ is a separate question. The state need not be the ground state.

```lean
/-- A path of unit eigenvectors `ψ l` of `T + l W + ∑ i, v i l • n i` with eigenvalue `ε l`, for
Hermitian `T`, `W`, `n i`, continuous on `[0,1]` and differentiable inside. -/
structure EigenPath (T W : E →L[ℂ] E) (n : ι → E →L[ℂ] E) (v : ι → ℝ → ℝ)
    (ε : ℝ → ℝ) (ψ : ℝ → E) : Prop where
  hermT : Hermitian T
  hermW : Hermitian W
  hermn : ∀ i, Hermitian (n i)
  cont : ContinuousOn ψ (Icc 0 1)
  diff : ∀ l ∈ Ioo (0 : ℝ) 1, DifferentiableAt ℝ ψ l
  unit : ∀ l ∈ Icc (0 : ℝ) 1, ‖ψ l‖ = 1
  eigen : ∀ l ∈ Icc (0 : ℝ) 1,
    scaled T W l (ψ l) + ∑ i, (v i l : ℂ) • n i (ψ l) = (ε l : ℂ) • ψ l
```

## The rate of change along the path

Expectation values are linear in the operator:

⟨T + λW⟩ = ⟨T⟩ + λ⟨W⟩.

```lean
variable {T W : E →L[ℂ] E} {n : ι → E →L[ℂ] E} {v : ι → ℝ → ℝ} {ε : ℝ → ℝ} {ψ : ℝ → E}

/-- The expectation value of `T + l W` is that of `T` plus `l` times that of `W`. -/
theorem expVal_scaled (T W : E →L[ℂ] E) (l : ℝ) (x : E) :
    expVal (scaled T W l) x = expVal T x + l * expVal W x := by
  change (inner ℂ x (T x + (l : ℂ) • W x)).re = _
  rw [inner_add_right, inner_smul_right, Complex.add_re, Complex.re_ofReal_mul]
  rfl
```

Let ψ′ be the derivative of ψ. For a fixed Hermitian A, the product rule gives

d⟨A⟩/dλ = Re⟨ψ, Aψ′⟩ + Re⟨ψ′, Aψ⟩ = 2 Re⟨ψ′, Aψ⟩,

since the two inner products are complex conjugates of each other. In the proof, `e` is this equality of real parts.

```lean
/-- Along a differentiable path of vectors, the expectation value of a Hermitian operator `A`
changes at the rate `2 Re ⟨ψ', A ψ⟩`. -/
theorem hasDerivAt_expVal {A : E →L[ℂ] E} (hA : Hermitian A) {d : E} {l : ℝ}
    (hψ : HasDerivAt ψ d l) :
    HasDerivAt (fun s => expVal A (ψ s)) (2 * (inner ℂ d (A (ψ l))).re) l := by
  have hA' : HasDerivAt (fun s => A (ψ s)) (A d) l :=
    (A.restrictScalars ℝ).hasFDerivAt.comp_hasDerivAt l hψ
  have hre : HasDerivAt (fun s => expVal A (ψ s))
      (inner ℂ (ψ l) (A d) + inner ℂ d (A (ψ l))).re l :=
    Complex.reCLM.hasFDerivAt.comp_hasDerivAt l (hψ.inner ℂ hA')
  -- the two terms of the product rule are complex conjugates
  have e : (inner ℂ (ψ l) (A d)).re = (inner ℂ d (A (ψ l))).re := by
    rw [← hA (ψ l) d, ← inner_conj_symm (A (ψ l)) d, Complex.conj_re]
  refine hre.congr_deriv ?_
  rw [Complex.add_re, e]
  ring
```

With A the identity, ⟨A⟩ = 1 all along the path, so normalisation gives

2 Re⟨ψ′, ψ⟩ = 0.

Now take the inner product of ψ′ with the eigenvalue equation and keep the real part:

Re⟨ψ′, Tψ⟩ + λ Re⟨ψ′, Wψ⟩ + Σᵢ vᵢ Re⟨ψ′, nᵢψ⟩ = ε Re⟨ψ′, ψ⟩ = 0.

Differentiating ⟨T⟩ + λ⟨W⟩ and inserting twice this equation yields

d⟨T + λW⟩/dλ = ⟨W⟩ + 2 Re⟨ψ′, Tψ⟩ + 2λ Re⟨ψ′, Wψ⟩
= ⟨W⟩ − Σᵢ vᵢ d⟨nᵢ⟩/dλ.

This holds even when the densities move; the sum Σᵢ vᵢ d⟨nᵢ⟩/dλ is the rate of work done against the potentials. In the proof, `hN` is the normalisation condition, `e` the projected eigenvalue equation and `hs` the rewriting of the density derivatives. After the rewriting with `hs`, the final `linear_combination` adds 2 times `e` and ε times `hN`.

```lean
/-- Along an eigenvector path, for `0 < l < 1`, `⟨T + l W⟩` changes at the rate `⟨W⟩` minus
`∑ i, v i l * d⟨n i⟩/dl`, the rate of work done against the potentials. -/
theorem hasDerivAt_scaled (h : EigenPath T W n v ε ψ) {l : ℝ} (hl : l ∈ Ioo (0 : ℝ) 1) :
    HasDerivAt (fun s => expVal (scaled T W s) (ψ s))
      (expVal W (ψ l) - ∑ i, v i l * deriv (fun s => expVal (n i) (ψ s)) l) l := by
  have hd := (h.diff l hl).hasDerivAt
  -- normalisation: the derivative of the squared norm vanishes
  have hN : 2 * (inner ℂ (deriv ψ l) (ψ l)).re = 0 := by
    have h1 := hasDerivAt_expVal (A := ContinuousLinearMap.id ℂ E) (fun _ _ => rfl) hd
    have h2 : (fun s => expVal (ContinuousLinearMap.id ℂ E) (ψ s)) =ᶠ[𝓝 l] fun _ => 1 := by
      filter_upwards [Ioo_mem_nhds hl.1 hl.2] with s hs
      simp [expVal, inner_self_eq_norm_sq_to_K, h.unit s (Ioo_subset_Icc_self hs)]
    exact h1.unique ((hasDerivAt_const l (1 : ℝ)).congr_of_eventuallyEq h2)
  -- the eigenvalue equation, projected on the derivative of the state
  have e0 : T (ψ l) + (l : ℂ) • W (ψ l) + ∑ i, (v i l : ℂ) • n i (ψ l) = (ε l : ℂ) • ψ l :=
    h.eigen l (Ioo_subset_Icc_self hl)
  have e := congrArg (fun x => (inner ℂ (deriv ψ l) x).re) e0
  simp only [inner_add_right, inner_sum, inner_smul_right, Complex.add_re, Complex.re_sum,
    Complex.re_ofReal_mul] at e
  have hs : ∑ i, v i l * deriv (fun s => expVal (n i) (ψ s)) l
      = 2 * ∑ i, v i l * (inner ℂ (deriv ψ l) (n i (ψ l))).re := by
    rw [Finset.mul_sum]
    refine Finset.sum_congr rfl fun i _ => ?_
    rw [(hasDerivAt_expVal (h.hermn i) hd).deriv]
    ring
  simp only [expVal_scaled]
  refine ((hasDerivAt_expVal h.hermT hd).fun_add
    ((hasDerivAt_id' l).fun_mul (hasDerivAt_expVal h.hermW hd))).congr_deriv ?_
  rw [hs]
  linear_combination 2 * e + ε l * hN
```

## Integration at fixed density

If every ⟨nᵢ⟩ is constant on [0,1], the work vanishes and

d⟨T + λW⟩/dλ = ⟨W⟩ for 0 < λ < 1.

Integrating,

⟨T + W⟩ at λ = 1 − ⟨T⟩ at λ = 0 = ∫₀¹ ⟨W⟩ dλ.

The hypothesis `hn` states the constancy by comparing each density with its value at λ = 0. The fundamental theorem of calculus needs continuity on the closed interval, the derivative inside it and an integrable derivative; the three bullets of the proof supply these in turn. If `ι` is empty there are no potentials, and the statement is the integrated Hellmann–Feynman theorem for T + λW.

```lean
/-- Adiabatic connection formula: along an eigenvector path with constant densities `⟨n i⟩`,
`⟨T + l W⟩` changes between `l = 0` and `l = 1` by the integral of `⟨W⟩` over `l`. -/
theorem adiabatic_connection (h : EigenPath T W n v ε ψ)
    (hn : ∀ i, ∀ l ∈ Icc (0 : ℝ) 1, expVal (n i) (ψ l) = expVal (n i) (ψ 0)) :
    expVal (scaled T W 1) (ψ 1) - expVal (scaled T W 0) (ψ 0)
      = ∫ l in (0 : ℝ)..1, expVal W (ψ l) := by
  have hc : ∀ A : E →L[ℂ] E, ContinuousOn (fun l => expVal A (ψ l)) (Icc 0 1) := fun A =>
    (Complex.continuous_re.comp (continuous_id.inner A.continuous)).comp_continuousOn h.cont
  symm
  refine intervalIntegral.integral_eq_sub_of_hasDerivAt_of_le
    (f := fun l => expVal (scaled T W l) (ψ l)) zero_le_one ?_ ?_ ?_
  · simp only [expVal_scaled]
    exact (hc T).add (continuousOn_id.mul (hc W))
  · intro l hl
    refine (hasDerivAt_scaled h hl).congr_deriv ?_
    -- at fixed density the potentials do no work
    have h0 : ∀ i, deriv (fun s => expVal (n i) (ψ s)) l = 0 := fun i => by
      have he : (fun s => expVal (n i) (ψ s)) =ᶠ[𝓝 l] fun _ => expVal (n i) (ψ 0) := by
        filter_upwards [Ioo_mem_nhds hl.1 hl.2] with s hs
        exact hn i s (Ioo_subset_Icc_self hs)
      exact ((hasDerivAt_const l _).congr_of_eventuallyEq he).deriv
    simp [h0]
  · exact (hc W).intervalIntegrable_of_Icc zero_le_one
```

Subtracting ⟨W⟩ at λ = 1 from both sides isolates the kinetic part, which the estimate at the start left out:

⟨T⟩ at λ = 1 − ⟨T⟩ at λ = 0 = ∫₀¹ ⟨W⟩ dλ − ⟨W⟩ at λ = 1.

```lean
/-- At constant densities, `⟨T⟩` changes between `l = 0` and `l = 1` by the coupling-strength
integral of `⟨W⟩` minus the value of `⟨W⟩` at `l = 1`. -/
theorem kinetic_change (h : EigenPath T W n v ε ψ)
    (hn : ∀ i, ∀ l ∈ Icc (0 : ℝ) 1, expVal (n i) (ψ l) = expVal (n i) (ψ 0)) :
    expVal T (ψ 1) - expVal T (ψ 0)
      = (∫ l in (0 : ℝ)..1, expVal W (ψ l)) - expVal W (ψ 1) := by
  rw [← adiabatic_connection h hn, expVal_scaled, expVal_scaled]
  ring
```

The eigenvalue also contains the potential energy. The inner product of ψ with the eigenvalue equation gives

ε(λ) = ⟨T + λW⟩ + Σᵢ vᵢ(λ)⟨nᵢ⟩,

which is `key` in the proof, with the constant ⟨nᵢ⟩ taken at λ = 0. Taking the difference between the endpoints at constant ⟨nᵢ⟩,

ε(1) − ε(0) = ∫₀¹ ⟨W⟩ dλ + Σᵢ (vᵢ(1) − vᵢ(0))⟨nᵢ⟩.

```lean
/-- At constant densities, the eigenvalue changes by the integral of `⟨W⟩` plus the change of
the potentials weighted with the densities. -/
theorem eigenvalue_change (h : EigenPath T W n v ε ψ)
    (hn : ∀ i, ∀ l ∈ Icc (0 : ℝ) 1, expVal (n i) (ψ l) = expVal (n i) (ψ 0)) :
    ε 1 - ε 0 = (∫ l in (0 : ℝ)..1, expVal W (ψ l))
      + ∑ i, (v i 1 - v i 0) * expVal (n i) (ψ 0) := by
  -- the eigenvalue is the expectation value of the full Hamiltonian
  have key : ∀ l ∈ Icc (0 : ℝ) 1,
      expVal (scaled T W l) (ψ l) + ∑ i, v i l * expVal (n i) (ψ 0) = ε l := by
    intro l hl
    have e := congrArg (fun x => (inner ℂ (ψ l) x).re) (h.eigen l hl)
    simp only [inner_add_right, inner_sum, inner_smul_right, Complex.add_re, Complex.re_sum,
      Complex.re_ofReal_mul] at e
    have h1 : (inner ℂ (ψ l) (ψ l)).re = 1 := by
      simp [inner_self_eq_norm_sq_to_K, h.unit l hl]
    rw [h1, mul_one] at e
    rw [← e]
    congr 1
    exact Finset.sum_congr rfl fun i _ => by rw [← hn i l hl]; rfl
  rw [← adiabatic_connection h hn, ← key 1 (by simp), ← key 0 (by simp)]
  simp only [sub_mul, Finset.sum_sub_distrib]
  ring
```

## A two-level system with numbers

Let 2 × 2 matrices act on two-component states.

```lean
/-- The operator on a two-level system given by a 2 × 2 matrix. -/
def op (M : Matrix (Fin 2) (Fin 2) ℂ) : EuclideanSpace ℂ (Fin 2) →L[ℂ] EuclideanSpace ℂ (Fin 2) :=
  Matrix.toEuclideanCLM (n := Fin 2) (𝕜 := ℂ) M
```

Choose T = σx, W = σy and a single density n = σz. These matrices only play the roles of kinetic energy, interaction and density; they do not model repelling electrons. Put r = √(1 + λ²) and a = 3/(5r), so that ar = 3/5.

```lean
/-- The real factor `3 / (5 √(1 + l²))` in the lower component of the two-level state. -/
def amp (l : ℝ) : ℝ := 3 / (5 * √(1 + l ^ 2))
```

The state has components 4/5 and a(1 + iλ). Its squared norm is 16/25 + 9/25 = 1, and ⟨σz⟩ = 16/25 − 9/25 = 7/25 for every λ.

```lean
/-- The two-level state with components `4/5` and `amp l * (1 + i l)`. -/
def spin (l : ℝ) : EuclideanSpace ℂ (Fin 2) :=
  !₂[(4 / 5 : ℂ), 0] + amp l • (!₂[(0 : ℂ), 1] + l • !₂[(0 : ℂ), Complex.I])
```

With v = 7r/24 and ε = 25r/24, the two components of the eigenvalue equation are

a(1 − iλ)(1 + iλ) + (7r/24)(4/5) = 3r/5 + 7r/30 = 5r/6 = ε · 4/5,

(4/5)(1 + iλ) − (7r/24)a(1 + iλ) = (5/8)(1 + iλ) = ε a(1 + iλ).

The witness theorem checks these equations together with hermiticity, normalisation, differentiability and the constant density. The hypotheses of the main theorem are therefore met by a state that really changes with λ.

```lean
/-- The Pauli matrices `T = σx`, `W = σy`, `n = σz` with potential `(7/24) √(1 + l²)` have the
eigenvector path `spin`, on which `⟨σz⟩` keeps the value `7/25`. -/
theorem adiabatic_connection_witness :
    EigenPath (op !![0, 1; 1, 0]) (op !![0, -Complex.I; Complex.I, 0])
      (fun _ : Unit => op !![1, 0; 0, -1]) (fun _ l => 7 / 24 * √(1 + l ^ 2))
      (fun l => 25 / 24 * √(1 + l ^ 2)) spin ∧
    ∀ l, expVal (op !![1, 0; 0, -1]) (spin l) = 7 / 25 := by
  have ha : ∀ M x i, (op M x) i = M i 0 * x 0 + M i 1 * x 1 := fun M x i => by
    change (M.mulVec x.ofLp) i = _
    simp [Matrix.mulVec, dotProduct, Fin.sum_univ_two]
  have hH : ∀ M : Matrix (Fin 2) (Fin 2) ℂ, (∀ i j, starRingEnd ℂ (M i j) = M j i) →
      Hermitian (op M) := fun M hM x y => by
    simp only [PiLp.inner_apply, Fin.sum_univ_two, ha, RCLike.inner_apply, map_add, map_mul, hM]
    ring
  have s0 : ∀ l, spin l 0 = 4 / 5 := fun l => by simp [spin]
  have s1 : ∀ l, spin l 1 = (amp l : ℂ) * (1 + l * Complex.I) := fun l => by
    simp [spin]
    ring
  have hr : ∀ l : ℝ, √(1 + l ^ 2) ^ 2 = 1 + l ^ 2 := fun l => Real.sq_sqrt (by positivity)
  have hp : ∀ l : ℝ, √(1 + l ^ 2) ≠ 0 := fun l => by positivity
  have har : ∀ l, amp l * √(1 + l ^ 2) = 3 / 5 := fun l => by
    have := hp l
    unfold amp
    field_simp
  have n0 : ∀ l, ‖spin l 0‖ ^ 2 = 16 / 25 := fun l => by rw [s0]; norm_num
  have n1 : ∀ l, ‖spin l 1‖ ^ 2 = 9 / 25 := fun l => by
    have h1 : Complex.normSq (1 + l * Complex.I) = 1 + l ^ 2 := by
      simp [Complex.normSq_apply]; ring
    rw [s1, Complex.sq_norm, Complex.normSq_mul, Complex.normSq_ofReal, h1, ← hr l]
    linear_combination (amp l * √(1 + l ^ 2) + 3 / 5) * har l
  have hdiff : ∀ l, DifferentiableAt ℝ spin l := fun l => by
    have hq : DifferentiableAt ℝ (fun l : ℝ => 1 + l ^ 2) l := by fun_prop
    have hamp : DifferentiableAt ℝ amp l :=
      (differentiableAt_const _).div ((hq.sqrt (by positivity)).const_mul 5)
        (mul_ne_zero (by norm_num) (hp l))
    exact (hamp.smul ((differentiableAt_id.smul_const _).const_add _)).const_add _
  refine ⟨⟨hH _ ?_, hH _ ?_, fun _ => hH _ ?_, fun l _ => (hdiff l).continuousAt.continuousWithinAt,
    fun l _ => hdiff l, fun l _ => ?_, fun l _ => ?_⟩, fun l => ?_⟩
  · intro i j; fin_cases i <;> fin_cases j <;> simp
  · intro i j; fin_cases i <;> fin_cases j <;> simp
  · intro i j; fin_cases i <;> fin_cases j <;> simp
  · refine (pow_eq_one_iff_of_nonneg (norm_nonneg _) two_ne_zero).mp ?_
    rw [EuclideanSpace.norm_sq_eq, Fin.sum_univ_two, n0, n1]
    norm_num
  · -- the eigenvalue equation, component by component
    have c1 : (amp l : ℂ) * (√(1 + l ^ 2) : ℝ) = 3 / 5 := by
      rw [← Complex.ofReal_mul, har l]
      norm_num
    have c2 : ((√(1 + l ^ 2) : ℝ) : ℂ) ^ 2 = 1 + (l : ℂ) ^ 2 := by exact_mod_cast hr l
    ext i
    revert i
    rw [Fin.forall_fin_two]
    constructor
    · simp [scaled, ha, s0, s1]
      linear_combination (√(1 + l ^ 2) : ℝ) * c1 - amp l * c2 - amp l * l ^ 2 * Complex.I_sq
    · simp [scaled, ha, s0, s1]
      linear_combination (-4 / 3) * (1 + l * Complex.I) * c1
  · have hz : expVal (op !![1, 0; 0, -1]) (spin l) = ‖spin l 0‖ ^ 2 - ‖spin l 1‖ ^ 2 := by
      simp only [expVal, PiLp.inner_apply, Fin.sum_univ_two, ha, RCLike.inner_apply,
        Complex.sq_norm, Complex.normSq_apply]
      simp
      ring
    rw [hz, n0, n1]
    norm_num

end

end AdiabaticConnection
```

The components also give ⟨σx⟩ = 24/(25r) and ⟨σy⟩ = 24λ/(25r), hence ⟨T + λW⟩ = 24r/25. Both sides of the connection formula can then be evaluated:

(24/25)(√2 − 1) ≈ 0.398,

∫₀¹ 24λ/(25√(1 + λ²)) dλ = (24/25)(√2 − 1) ≈ 0.398.

At λ = 1, ⟨W⟩ ≈ 0.679, so ⟨T⟩ changes by about −0.281. This path follows the upper of the two levels, which is why ⟨T⟩ can fall. A ground state at λ = 0 has the lowest ⟨T⟩ among all unit vectors with the same densities, so from there ⟨T⟩ cannot fall, and ⟨W⟩ at λ = 1 is at most the true change.

## The coupling integral in a calculation

For a finite lattice model, a program can choose a few values of λ, adjust the potentials at each until the densities match their targets, record ⟨W⟩ and add the results with quadrature weights. In the two-level example, Simpson's rule with λ = 0, 1/2 and 1 gives

(0 + 4 · 0.4293 + 0.6788)/6 ≈ 0.399.

Comparing such a sum with the directly computed change of ⟨T + λW⟩ tests the code: a gap larger than the quadrature error can mean that the densities have drifted or that the solver has jumped to another eigenstate.

The same integrand motivates global hybrid functionals. When the state at λ = 0 is a single Slater determinant and W is the electron repulsion, ⟨W⟩ there is the Hartree energy plus exact exchange, which is a reason to include a fraction of exact exchange in the functional. That fraction can be derived from a model of the integrand or fitted to reference data. The theorem supplies the integral for bounded model Hamiltonians but does not fix that fraction.

```lean
#print axioms AdiabaticConnection.kinetic_change
#print axioms AdiabaticConnection.eigenvalue_change
```

```
'AdiabaticConnection.kinetic_change' depends on axioms: [propext, Classical.choice, Quot.sound]
'AdiabaticConnection.eigenvalue_change' depends on axioms: [propext, Classical.choice, Quot.sound]
```
